# Commuting transfer matrices from the RLL relation

In a spin chain the entries of a Lax matrix are operators on one tensor factor of the chain's Hilbert space. A formal statement has to decide how much of that space to keep, and this one keeps none: the entries lie in an arbitrary complex algebra A, and locality enters only as the hypothesis that entries belonging to different sites commute. In the general theorem the only explicit tensor product is that of two copies of the auxiliary space, whose basis is a finite index set d.

## The claim

For a d×d matrix M over A, put M₁ = M⊗1 and M₂ = 1⊗M, with rows and columns labelled by pairs of indices. Given matrices L_k and L′_k for the sites k = 0, …, N−1, define the monodromy matrices and their traces over the auxiliary index:

T_0 = 1,  T_{m+1} = L_m T_m,  t = tr T_N ∈ A,

and likewise T′_m and t′ from the L′_k. Let R be an invertible complex matrix on d×d with

R (L_k)₁ (L′_k)₂ = (L′_k)₂ (L_k)₁ R  for every k < N,

and let every entry of L_j commute with every entry of L′_k for j ≠ k. Then t t′ = t′ t. Commutation between L_j and L_k, or between L′_j and L′_k, is not needed.

## Derivation

For matrices M, M′ over A, the definition of the product gives (MM′)₁ = M₁M′₁, (MM′)₂ = M₂M′₂ and

(M₁M′₂)_{(a,b),(c,e)} = M_ac M′_be,  (M′₂M₁)_{(a,b),(c,e)} = M′_be M_ac.

Hence (L_j)₁ commutes with (L′_k)₂ for j ≠ k, and, factor by factor, (T_m)₁ commutes with (L′_m)₂ and (L_m)₁ with (T′_m)₂. The exchange relation passes to T_m, T′_m by induction on m. At m = 0 it reads R = R, and the step is

R (L_m)₁ (T_m)₁ (L′_m)₂ (T′_m)₂
 = R (L_m)₁ (L′_m)₂ (T_m)₁ (T′_m)₂
 = (L′_m)₂ (L_m)₁ R (T_m)₁ (T′_m)₂
 = (L′_m)₂ (L_m)₁ (T′_m)₂ (T_m)₁ R
 = (L′_m)₂ (T′_m)₂ (L_m)₁ (T_m)₁ R.

Writing T = T_N and T′ = T′_N, this gives T₁T′₂ = R⁻¹ T′₂T₁ R. The trace of matrices over A is not cyclic in general, but the entries of R are scalars, so for any X, with p and q running over pairs,

tr(XR) = Σ_pq X_pq R_qp = Σ_pq R_qp X_pq = tr(RX).

Therefore tr(T₁T′₂) = tr(T′₂T₁). The entry formulas turn the left side into Σ_ab T_aa T′_bb = t t′ and the right side into t′ t.

For an application, let P swap the two auxiliary spaces and set R(w) = w + P for complex w. Since P² = 1, (w + P)(−w + P) = 1 − w², so R(w) is invertible for w² ≠ 1. Let E_ab ∈ A obey the gl(d) relations, with δ the Kronecker delta, and define the Lax matrix at complex u:

[E_ab, E_ce] = δ_bc E_ae − δ_ea E_cb,  L(u)_ab = u δ_ab + E_ba.

P swaps row indices from the left and column indices from the right, so the ((a,b),(c,f)) entry of R(u−v) L(u)₁ L(v)₂ − L(v)₂ L(u)₁ R(u−v) is

(u−v)[L(u)_ac, L(v)_bf] + L(u)_bc L(v)_af − L(v)_bc L(u)_af
 = (u−v)([E_ca, E_fb] + δ_bc E_fa − δ_af E_cb) = 0.

## Formal development

The type `d` is the auxiliary index set and `A` is a ring that need not be commutative.

```lean
import Mathlib

open Matrix
open scoped Kronecker

namespace CommutingTransferMatrices

noncomputable section

variable {d : Type*} [Fintype d] [DecidableEq d] {A : Type*} [Ring A]
```

`aux1 M` and `aux2 M` are M₁ and M₂.

```lean
/-- An operator-valued matrix acting on the first auxiliary space: `M ⊗ 1`. -/
def aux1 (M : Matrix d d A) : Matrix (d × d) (d × d) A := M ⊗ₖ (1 : Matrix d d A)

/-- An operator-valued matrix acting on the second auxiliary space: `1 ⊗ M`. -/
def aux2 (M : Matrix d d A) : Matrix (d × d) (d × d) A := (1 : Matrix d d A) ⊗ₖ M
```

Sites are numbered from zero and later sites multiply from the left. A chain is a function on all of `ℕ`, of which only the values below the length matter. At length zero the transfer matrix is the number of auxiliary indices times the unit.

```lean
/-- The monodromy matrix `L (n-1) ⋯ L 1 · L 0` of the first `n` sites. -/
def monodromy (L : ℕ → Matrix d d A) : ℕ → Matrix d d A
  | 0 => 1
  | n + 1 => L n * monodromy L n

/-- The transfer matrix: the trace of the monodromy matrix over the auxiliary space. -/
def transfer (L : ℕ → Matrix d d A) (n : ℕ) : A := (monodromy L n).trace
```

The mixed-product rule for Kronecker products fails over a non-commutative ring, so the two needed cases are proved entrywise. In lemmas about a pair of matrices, M′ is called `N`.

```lean
/-- The maps `M ↦ M ⊗ 1` and `M ↦ 1 ⊗ M` respect products. -/
theorem aux_mul (M N : Matrix d d A) :
    aux1 (M * N) = aux1 M * aux1 N ∧ aux2 (M * N) = aux2 M * aux2 N := by
  constructor
  · ext ⟨a, b⟩ ⟨c, e⟩
    by_cases h : b = e <;>
      simp [aux1, Matrix.mul_apply, Fintype.sum_prod_type, Matrix.one_apply, h]
  · ext ⟨a, b⟩ ⟨c, e⟩
    by_cases h : a = c <;>
      simp [aux2, Matrix.mul_apply, Fintype.sum_prod_type_right, Matrix.one_apply, h]

/-- The entries of `(M ⊗ 1)(1 ⊗ N)` and `(1 ⊗ N)(M ⊗ 1)` are products of one entry of `M` and
one entry of `N`, in the two possible orders. -/
theorem aux_mixed (M N : Matrix d d A) (p q : d × d) :
    (aux1 M * aux2 N) p q = M p.1 q.1 * N p.2 q.2 ∧
    (aux2 N * aux1 M) p q = N p.2 q.2 * M p.1 q.1 := by
  obtain ⟨a, b⟩ := p
  obtain ⟨c, e⟩ := q
  constructor <;>
    simp [aux1, aux2, Matrix.mul_apply, Fintype.sum_prod_type, Matrix.one_apply,
      Finset.sum_ite_irrel]
```

`scalarMat A R` reads each entry of R as a multiple of the unit of A, and `Intertwines R M N` is the exchange relation.

```lean
variable [Algebra ℂ A]

/-- A complex matrix on the doubled auxiliary space, with entries read as multiples of the
identity of `A`. -/
def scalarMat (A : Type*) [Ring A] [Algebra ℂ A] (R : Matrix (d × d) (d × d) ℂ) :
    Matrix (d × d) (d × d) A := R.map (algebraMap ℂ A)

/-- The exchange relation `R (M ⊗ 1)(1 ⊗ N) = (1 ⊗ N)(M ⊗ 1) R`. -/
def Intertwines (R : Matrix (d × d) (d × d) ℂ) (M N : Matrix d d A) : Prop :=
  scalarMat A R * (aux1 M * aux2 N) = aux2 N * aux1 M * scalarMat A R
```

In `rtt`, `c0` is the commutation of (L_j)₁ with (L′_k)₂, and `c1` extends it to monodromy matrices of length `m ≤ k`. The `calc` block of `step` carries out the four displayed equalities, with `a`, `b`, `t`, `s` standing for (L_m)₁, (L′_m)₂, (T_m)₁, (T′_m)₂; `main` is the induction. Invertibility of R is not used here.

```lean
/-- If the exchange relation holds at each site and entries of `L j` and `L' k` commute for
`j ≠ k`, then it holds for the monodromy matrices. -/
theorem rtt (R : Matrix (d × d) (d × d) ℂ) (L L' : ℕ → Matrix d d A) (N : ℕ)
    (hc : ∀ j < N, ∀ k < N, j ≠ k → ∀ a b c e, Commute (L j a b) (L' k c e))
    (hL : ∀ k < N, Intertwines R (L k) (L' k)) :
    Intertwines R (monodromy L N) (monodromy L' N) := by
  have o1 : aux1 (1 : Matrix d d A) = 1 := Matrix.one_kronecker_one
  have o2 : aux2 (1 : Matrix d d A) = 1 := Matrix.one_kronecker_one
  have c0 : ∀ j < N, ∀ k < N, j ≠ k → Commute (aux1 (L j)) (aux2 (L' k)) := by
    intro j hj k hk h
    show aux1 (L j) * aux2 (L' k) = aux2 (L' k) * aux1 (L j)
    ext p q
    rw [(aux_mixed _ _ p q).1, (aux_mixed _ _ p q).2]
    exact hc j hj k hk h _ _ _ _
  -- a new site commutes with the monodromy of the earlier sites in the other space
  have c1 : ∀ k < N, ∀ m ≤ k, Commute (aux1 (monodromy L m)) (aux2 (L' k)) ∧
      Commute (aux1 (L k)) (aux2 (monodromy L' m)) := by
    intro k hk m
    induction m with
    | zero =>
      intro _
      simp only [monodromy, o1, o2]
      exact ⟨Commute.one_left _, Commute.one_right _⟩
    | succ m ih =>
      intro hm
      simp only [monodromy]
      rw [(aux_mul _ _).1, (aux_mul _ _).2]
      exact ⟨(c0 m (by omega) k hk (by omega)).mul_left (ih (by omega)).1,
        (c0 k hk m (by omega) (by omega)).mul_right (ih (by omega)).2⟩
  -- moving `R` through one more site
  have step : ∀ r a b t s : Matrix (d × d) (d × d) A, r * (a * b) = b * a * r →
      r * (t * s) = s * t * r → t * b = b * t → a * s = s * a →
      r * (a * t * (b * s)) = b * s * (a * t) * r := by
    intro r a b t s h1 h2 h3 h4
    calc r * (a * t * (b * s)) = r * (a * (t * b) * s) := by simp only [Matrix.mul_assoc]
      _ = r * (a * b) * (t * s) := by rw [h3]; simp only [Matrix.mul_assoc]
      _ = b * a * (r * (t * s)) := by rw [h1]; simp only [Matrix.mul_assoc]
      _ = b * (a * s) * t * r := by rw [h2]; simp only [Matrix.mul_assoc]
      _ = b * s * (a * t) * r := by rw [h4]; simp only [Matrix.mul_assoc]
  have main : ∀ m ≤ N, Intertwines R (monodromy L m) (monodromy L' m) := by
    intro m
    induction m with
    | zero => intro _; simp [Intertwines, monodromy, o1, o2]
    | succ m ih =>
      intro hm
      simp only [Intertwines, monodromy]
      rw [(aux_mul _ _).1, (aux_mul _ _).2]
      exact step _ _ _ _ _ (hL m hm) (ih (by omega)) (c1 m hm m le_rfl).1.eq
        (c1 m hm m le_rfl).2.eq
  exact main N le_rfl
```

In `trace_commute`, `S` is R⁻¹ and `lift` carries SR = RS = 1 over to matrices over A. `cyc` is the cyclicity for R, resting on `Algebra.commutes`; `tr` is the conjugation argument, and `t1`, `t2` factorise the two traces.

```lean
/-- The exchange relation with an invertible `R` makes the traces of `M` and `N` commute. -/
theorem trace_commute (R : Matrix (d × d) (d × d) ℂ) (hR : IsUnit R) (M N : Matrix d d A)
    (h : Intertwines R M N) : Commute M.trace N.trace := by
  obtain ⟨S, hS⟩ := hR.exists_left_inv
  have hS' : R * S = 1 := mul_eq_one_comm.mp hS
  have lift : ∀ P Q : Matrix (d × d) (d × d) ℂ, P * Q = 1 →
      scalarMat A P * scalarMat A Q = 1 := by
    intro P Q hPQ
    unfold scalarMat
    rw [← Matrix.map_mul, hPQ]
    exact Matrix.map_one _ (map_zero _) (map_one _)
  -- the entries of `R` are central, so `R` moves cyclically in the trace
  have cyc : ∀ X : Matrix (d × d) (d × d) A,
      (X * scalarMat A R).trace = (scalarMat A R * X).trace := by
    intro X
    simp only [Matrix.trace, Matrix.diag_apply, Matrix.mul_apply, scalarMat, Matrix.map_apply]
    rw [Finset.sum_comm]
    exact Finset.sum_congr rfl fun i _ => Finset.sum_congr rfl fun j _ =>
      (Algebra.commutes _ _).symm
  have tr : (aux1 M * aux2 N).trace = (aux2 N * aux1 M).trace := by
    have e : aux1 M * aux2 N = scalarMat A S * (aux2 N * aux1 M) * scalarMat A R := by
      rw [Matrix.mul_assoc (scalarMat A S), ← h, ← Matrix.mul_assoc (scalarMat A S),
        lift S R hS, Matrix.one_mul]
    rw [e, cyc, ← Matrix.mul_assoc (scalarMat A R), lift R S hS', Matrix.one_mul]
  have h1 := fun p q => (aux_mixed M N p q).1
  have h2 := fun p q => (aux_mixed M N p q).2
  have t1 : (aux1 M * aux2 N).trace = M.trace * N.trace := by
    simp only [Matrix.trace, Matrix.diag_apply, h1, Fintype.sum_prod_type, Finset.sum_mul_sum]
  have t2 : (aux2 N * aux1 M).trace = N.trace * M.trace := by
    simp only [Matrix.trace, Matrix.diag_apply, h2, Fintype.sum_prod_type_right,
      Finset.sum_mul_sum]
  exact t1.symm.trans (tr.trans t2)
```

The main theorem composes the two. `hR` is invertibility over ℂ, `hc` is the mixed commutation and `hL` is the local relation, which is assumed; no Yang–Baxter equation for R itself is required or derived. The auxiliary space is finite-dimensional, while A is unrestricted and carries no topology.

```lean
/-- If an invertible complex `R` satisfies the exchange relation at every site, and entries of
`L j` and `L' k` commute for `j ≠ k`, then the two transfer matrices commute. -/
theorem transfer_commute (R : Matrix (d × d) (d × d) ℂ) (hR : IsUnit R)
    (L L' : ℕ → Matrix d d A) (N : ℕ)
    (hc : ∀ j < N, ∀ k < N, j ≠ k → ∀ a b c e, Commute (L j a b) (L' k c e))
    (hL : ∀ k < N, Intertwines R (L k) (L' k)) :
    Commute (transfer L N) (transfer L' N) :=
  trace_commute R hR _ _ (rtt R L L' N hc hL)
```

The application needs δ, R(w) (Lean names the parameter `c`), the gl(d) relations and L(u).

```lean
/-- The Kronecker delta. -/
def delta (a b : d) : ℂ := if a = b then 1 else 0

/-- Yang's matrix `c + P`, with `P` the permutation of the two auxiliary spaces. -/
def yangR (c : ℂ) : Matrix (d × d) (d × d) ℂ :=
  Matrix.of fun p q => (if p = q then c else 0) + (if p.swap = q then 1 else 0)

/-- The `gl(d)` relations `[E_ab, E_ce] = δ_bc E_ae - δ_ea E_cb`. -/
def IsGl (E : d → d → A) : Prop :=
  ∀ a b c e, E a b * E c e - E c e * E a b = delta b c • E a e - delta e a • E c b

/-- The Lax operator with entries `u δ_ab + E_ba`. -/
def lax (E : d → d → A) (u : ℂ) : Matrix d d A :=
  Matrix.of fun a b => (u * delta a b) • (1 : A) + E b a
```

The inverse exhibited is (1 − w²)⁻¹ R(−w).

```lean
/-- Yang's matrix `c + P` is invertible when `c² ≠ 1`. -/
theorem yangR_isUnit (c : ℂ) (hc : c ^ 2 ≠ 1) : IsUnit (yangR (d := d) c) := by
  have h : yangR (d := d) c * yangR (-c) = (1 - c ^ 2) • (1 : Matrix (d × d) (d × d) ℂ) := by
    ext p q
    simp only [Matrix.mul_apply, yangR, Matrix.of_apply, add_mul, Finset.sum_add_distrib,
      ite_mul, zero_mul, one_mul, Finset.sum_ite_eq, Finset.mem_univ, if_true,
      Matrix.smul_apply, Matrix.one_apply, Prod.swap_swap, smul_eq_mul]
    split_ifs <;> ring
  rw [Matrix.isUnit_iff_isUnit_det]
  apply Matrix.isUnit_det_of_right_inverse (B := (1 - c ^ 2)⁻¹ • yangR (-c))
  rw [Matrix.mul_smul, h, smul_smul, inv_mul_cancel₀ (sub_ne_zero.mpr hc.symm), one_smul]
```

In `yang_rll`, `hl` and `hr` are the two swap rules. After expansion, the last line subtracts (u−v) times the relation for [E_ca, E_fb], which is `hE c a f b`.

```lean
/-- For `gl(d)` generators, Yang's matrix at `u - v` satisfies the exchange relation with the
Lax operators at `u` and `v`. -/
theorem yang_rll {E : d → d → A} (hE : IsGl E) (u v : ℂ) :
    Intertwines (yangR (u - v)) (lax E u) (lax E v) := by
  have e : ∀ p q : d × d, scalarMat A (yangR (u - v)) p q =
      (if p = q then algebraMap ℂ A (u - v) else 0) + (if p.swap = q then 1 else 0) := by
    intro p q
    simp only [scalarMat, yangR, Matrix.map_apply, Matrix.of_apply, map_add]
    split_ifs <;> simp
  have sw : ∀ r q : d × d, r.swap = q ↔ r = q.swap := fun r q => by
    constructor <;> rintro rfl <;> simp
  -- `P` swaps row indices from the left and column indices from the right
  have hl : ∀ (X : Matrix (d × d) (d × d) A) p q,
      (scalarMat A (yangR (d := d) (u - v)) * X : Matrix (d × d) (d × d) A) p q =
        (u - v) • X p q + X p.swap q := by
    intro X p q
    simp only [Matrix.mul_apply, e, add_mul, Finset.sum_add_distrib, ite_mul, zero_mul,
      one_mul, Finset.sum_ite_eq, Finset.mem_univ, if_true, Algebra.smul_def]
  have hr : ∀ (X : Matrix (d × d) (d × d) A) p q,
      (X * scalarMat A (yangR (d := d) (u - v)) : Matrix (d × d) (d × d) A) p q =
        (u - v) • X p q + X p q.swap := by
    intro X p q
    simp only [Matrix.mul_apply, e, sw, mul_add, Finset.sum_add_distrib, mul_ite, mul_zero,
      mul_one, Finset.sum_ite_eq', Finset.mem_univ, if_true, Algebra.smul_def]
    rw [Algebra.commutes]
  unfold Intertwines
  ext ⟨a, b⟩ ⟨c, f⟩
  rw [hl, hr, (aux_mixed _ _ _ _).1, (aux_mixed _ _ _ _).1, (aux_mixed _ _ _ _).2,
    (aux_mixed _ _ _ _).2]
  simp only [lax, Matrix.of_apply, Prod.fst_swap, Prod.snd_swap, add_mul, mul_add,
    smul_mul_assoc, mul_smul_comm, one_mul, mul_one]
  linear_combination (norm := module) (u - v) • hE c a f b
```

With complex inhomogeneities θ_k, site k carries the parameters u − θ_k and v − θ_k, whose difference is u − v, so a single R serves all sites. The points u − v = ±1, where the inverse above is not available, are excluded by `huv`. This is a limit of the proof, not of the result: for fixed v the commutator is a polynomial in u that vanishes at all other points, hence also at these two. That last step is not formalised.

```lean
/-- For a chain of `gl(d)` generators commuting at different sites, with inhomogeneities `θ`,
the transfer matrices at `u` and `v` commute when `(u - v)² ≠ 1`. -/
theorem gl_chain_commute (E : ℕ → d → d → A) (θ : ℕ → ℂ) (N : ℕ) (hE : ∀ k < N, IsGl (E k))
    (hc : ∀ j < N, ∀ k < N, j ≠ k → ∀ a b c e, Commute (E j a b) (E k c e))
    (u v : ℂ) (huv : (u - v) ^ 2 ≠ 1) :
    Commute (transfer (fun k => lax (E k) (u - θ k)) N)
      (transfer (fun k => lax (E k) (v - θ k)) N) := by
  refine transfer_commute (yangR (u - v)) (yangR_isUnit _ huv) _ _ N ?_ ?_
  · intro j hj k hk h a b c e
    simp only [lax, Matrix.of_apply]
    exact Commute.add_left ((Commute.one_left _).smul_left _)
      (Commute.add_right ((Commute.one_right _).smul_right _) (hc j hj k hk h _ _ _ _))
  · intro k hk
    have := yang_rll (hE k hk) (u - θ k) (v - θ k)
    rwa [sub_sub_sub_cancel_right] at this
```

For an index set d with two elements, generators given by matrix units on each site and all θ_k equal, these are the transfer matrices of the spin-½ Heisenberg XXX chain on finitely many sites with periodic closure, shown here to commute away from u − v = ±1; unequal θ_k give the inhomogeneous chain, and the Hamiltonian, the independence of the conserved charges and the Bethe equations are not treated.

The last theorem realises the hypotheses with A the complex matrices on d×d. With e_ab the matrix units, site 0 carries e_ab⊗1 and every later site 1⊗e_ab, so commutation is claimed only for sites below 2. `key` is e_ab e_ce = δ_bc e_ae.

```lean
/-- Matrix units on a two-site chain: `e_ab ⊗ 1` at site `0` and `1 ⊗ e_ab` otherwise. -/
def twoSite (k : ℕ) (a b : d) : Matrix (d × d) (d × d) ℂ :=
  if k = 0 then aux1 (Matrix.single a b 1) else aux2 (Matrix.single a b 1)

/-- The two-site matrix units obey the `gl(d)` relations, commute at different sites, and their
Lax operators satisfy the exchange relation with Yang's matrix. -/
theorem twoSite_witness :
    (∀ k, IsGl (twoSite (d := d) k)) ∧
    (∀ j < 2, ∀ k < 2, j ≠ k → ∀ a b c e : d, Commute (twoSite j a b) (twoSite k c e)) ∧
    ∀ k u v, Intertwines (yangR (u - v)) (lax (twoSite (d := d) k) u) (lax (twoSite k) v) := by
  have key : ∀ a b c e : d, Matrix.single a b (1 : ℂ) * Matrix.single c e (1 : ℂ) =
      delta b c • Matrix.single a e (1 : ℂ) := by
    intro a b c e
    by_cases h : b = c
    · subst h
      simp [delta]
    · simp [delta, h]
  have gl : ∀ k, IsGl (twoSite (d := d) k) := by
    intro k a b c e
    unfold twoSite
    split_ifs
    · rw [← (aux_mul _ _).1, ← (aux_mul _ _).1, key, key]
      simp only [aux1, Matrix.smul_kronecker]
    · rw [← (aux_mul _ _).2, ← (aux_mul _ _).2, key, key]
      simp only [aux2, Matrix.kronecker_smul]
  have base : ∀ a b c e : d, Commute (twoSite 0 a b) (twoSite 1 c e) := by
    intro a b c e
    unfold twoSite
    rw [if_pos (rfl : (0 : ℕ) = 0), if_neg (one_ne_zero : (1 : ℕ) ≠ 0)]
    show aux1 _ * aux2 _ = aux2 _ * aux1 _
    ext p q
    rw [(aux_mixed _ _ p q).1, (aux_mixed _ _ p q).2, mul_comm]
  refine ⟨gl, ?_, fun k u v => yang_rll (gl k) u v⟩
  intro j hj k hk h a b c e
  have : (j = 0 ∧ k = 1) ∨ (j = 1 ∧ k = 0) := by omega
  rcases this with ⟨rfl, rfl⟩ | ⟨rfl, rfl⟩
  · exact base _ _ _ _
  · exact (base _ _ _ _).symm

end

end CommutingTransferMatrices
```

```lean
#print axioms CommutingTransferMatrices.transfer_commute
#print axioms CommutingTransferMatrices.gl_chain_commute
```

```
'CommutingTransferMatrices.transfer_commute' depends on axioms: [propext, Classical.choice, Quot.sound]
'CommutingTransferMatrices.gl_chain_commute' depends on axioms: [propext, Classical.choice, Quot.sound]
```

## Remarks

What follows is argued on paper only and has no theorem in the file behind it.

Take one auxiliary index and A the 2×2 complex matrices, with Pauli matrices σx, σz. Without invertibility, R = 0 intertwines L_0 = σx and L′_0 = σz at N = 1, and t = σx, t′ = σz do not commute. Without `hc`, take R = 1, N = 2, L_0 = σx, L′_0 = 1, L_1 = 1, L′_1 = σz: both local relations hold, and again t = σx, t′ = σz.

In code, L_k(u) is a tensor with two auxiliary and two physical legs, and t(u) is a matrix product operator whose bond index runs over d and is closed by the trace. For two sites carrying matrix units as in `twoSite`, with θ = 0 and n ≥ 1 auxiliary indices, the contraction gives

t(u) = n u² + 2u + P_01,

with P_01 the swap of the sites. Commutation is immediate here, since t(u) is a scalar plus a fixed operator, so a numerical check of [t(u), t(v)] should use longer chains. Comparing with the formula itself detects, for n ≥ 2, a transposition E_ba → E_ab made at one site only, but not one made at both sites, nor a reversed order of the sites, since both leave t(u) unchanged.

Twisted boundary conditions follow by the same argument. A complex d×d matrix K with R(K⊗K) = (K⊗K)R can be appended as one more site, L_N = L′_N = K, because its entries are central; then tr(K T) and tr(K T′) commute. For R(w) = w + P every K qualifies.
